# A density interaction on finitely many fermionic modes is unchanged by n → 1 − n exactly when its expansion in products of 1 − 2n has no term of odd length

## Modes, occupations and strings

Let ι be a finite set of modes and A a complex algebra with 1 ≠ 0. Each mode p has an annihilator a_p and a creator c_p in A, with occupation n_p = c_p a_p. They obey the fermionic relations a_p a_q + a_q a_p = 0, c_p c_q + c_q c_p = 0 and a_p c_q + c_q a_p = δ_pq, where δ_pq is 1 for p = q and 0 otherwise. Write

z_p = 1 − 2n_p,  Z_S = ∏_{p∈S} z_p,  D = Σ_S J_S Z_S,

where S runs over all subsets of ι, Z_∅ = 1, and the coefficients J_S are complex. An empty mode has z_p = 1 and a filled one z_p = −1.

The result is that replacing every n_p by 1 − n_p leaves D unchanged if and only if J_S = 0 for every S of odd cardinality. It concerns interactions built from densities alone; hopping terms are not included.

```lean
import Mathlib

open Finset

namespace SymmetricDensityInteractions

noncomputable section

variable {ι A : Type*} [DecidableEq ι] [Ring A] [Algebra ℂ A]
```

The structure `IsCAR` contains the anticommutation relations. It does not require c_p to be the adjoint of a_p, and A need not act on a Hilbert space or have finite dimension.

```lean
/-- The canonical anticommutation relations for annihilators `a p` and creators `c p`. -/
structure IsCAR (a c : ι → A) : Prop where
  aa : ∀ p q, a p * a q + a q * a p = 0
  cc : ∀ p q, c p * c q + c q * c p = 0
  ac : ∀ p q, a p * c q + c q * a p = if p = q then 1 else 0

/-- The occupation operator `n_p = c_p a_p`. -/
def occ (a c : ι → A) (p : ι) : A := c p * a p

/-- The operator `1 - 2x` attached to an occupation `x`. -/
def spin (x : A) : A := 1 - (2 : ℂ) • x
```

In Lean, z_p is `spin (occ a c p)`, and Z_S is `spinString`; the name refers to an Ising variable with values ±1, not to the spin of the electron. Since A is noncommutative, a product over an unordered set needs a proof that its factors commute; the argument `hx` supplies it.

```lean
/-- The product of `1 - 2 x_p` over the modes `p` in `S`, for commuting `x_p`. -/
def spinString (x : ι → A) (hx : ∀ p q, Commute (x p) (x q)) (S : Finset ι) : A :=
  S.noncommProd (fun p => spin (x p)) (fun p _ q _ _ =>
    (Commute.one_left _).sub_left
      (((Commute.one_right _).sub_right ((hx p q).smul_right (2 : ℂ))).smul_left (2 : ℂ)))
```

The interaction takes any commuting family x. The reflected interaction is therefore the same definition evaluated at `fun p => 1 - occ a c p`, with the same J.

```lean
/-- The density interaction `∑_S J_S ∏_{p ∈ S} (1 - 2 x_p)`, for commuting `x_p`. -/
def interaction [Fintype ι] (J : Finset ι → ℂ) (x : ι → A)
    (hx : ∀ p q, Commute (x p) (x q)) : A :=
  ∑ S, J S • spinString x hx S
```

## Anticommutation between different modes

For p ≠ q, the relations express fermionic exchange: moving one ladder operator past another costs a sign. An occupation contains two ladder operators, so the signs cancel:

a_p n_q = a_p c_q a_q = −c_q a_p a_q = c_q a_q a_p = n_q a_p,

c_p n_q = c_p c_q a_q = −c_q c_p a_q = c_q a_q c_p = n_q c_p.

Hence n_p n_q = c_p a_p n_q = n_q c_p a_p = n_q n_p. Without some such relation the occupations might not commute, and Z_S would depend on the order of its factors.

In `ladder_commute`, `linear_combination` adds the anticommutators, multiplied on the left or right as above, and `noncomm_ring` checks the resulting noncommutative identity.

```lean
omit [Algebra ℂ A] in
/-- The ladder operators of one mode commute with the occupation of any other mode. -/
theorem IsCAR.ladder_commute {a c : ι → A} (h : IsCAR a c) {p q : ι} (hpq : p ≠ q) :
    Commute (a p) (occ a c q) ∧ Commute (c p) (occ a c q) := by
  have h1 := h.ac p q
  have h2 := h.ac q p
  rw [if_neg hpq] at h1
  rw [if_neg (Ne.symm hpq)] at h2
  constructor
  · show a p * (c q * a q) = c q * a q * a p
    linear_combination (norm := noncomm_ring) h1 * a q - c q * h.aa p q
  · show c p * (c q * a q) = c q * a q * c p
    linear_combination (norm := noncomm_ring) h.cc p q * a q - c q * h2

omit [Algebra ℂ A] in
/-- All occupation operators commute with one another. -/
theorem IsCAR.occ_commute {a c : ι → A} (h : IsCAR a c) (p q : ι) :
    Commute (occ a c p) (occ a c q) := by
  by_cases hpq : p = q
  · subst hpq
    exact Commute.refl _
  · exact (h.ladder_commute hpq).2.mul_left (h.ladder_commute hpq).1
```

## Commuting occupations and the reflection sign

The effect of the reflection on a string uses only commutation. Since

1 − 2(1 − n_p) = −(1 − 2n_p),

each factor changes sign and Z_S becomes (−1)^|S| Z_S. This already shows that even strings are invariant.

Commutation alone does not give the converse. If two members of a commuting family were equal, x_p = x_q, then z_p − z_q would vanish and be invariant despite its nonzero odd coefficients. The fermionic relations must exclude such coincidences.

`hole_commute` makes the reflected string well defined. `spinString_hole` then adds one mode at a time, gaining one factor −1 at each step.

```lean
omit [DecidableEq ι] [Algebra ℂ A] in
/-- If the `x_p` commute with one another, so do the `1 - x_p`. -/
theorem hole_commute {x : ι → A} (hx : ∀ p q, Commute (x p) (x q)) (p q : ι) :
    Commute (1 - x p) (1 - x q) :=
  (Commute.one_left _).sub_left ((Commute.one_right _).sub_right (hx p q))

/-- Adding a new mode `p` to a string multiplies it by `1 - 2 x_p`. -/
theorem spinString_insert (x : ι → A) (hx : ∀ p q, Commute (x p) (x q))
    {p : ι} {S : Finset ι} (hp : p ∉ S) :
    spinString x hx (insert p S) = spin (x p) * spinString x hx S :=
  Finset.noncommProd_insert_of_notMem _ _ _ _ hp

/-- Replacing every `x_p` by `1 - x_p` multiplies the string on `S` by `(-1)^|S|`. -/
theorem spinString_hole (x : ι → A) (hx : ∀ p q, Commute (x p) (x q)) (S : Finset ι) :
    spinString (fun p => 1 - x p) (hole_commute hx) S
      = ((-1 : ℂ) ^ S.card) • spinString x hx S := by
  induction S using Finset.induction_on with
  | empty =>
    have e : ∀ (y : ι → A) (hy : ∀ p q, Commute (y p) (y q)), spinString y hy ∅ = 1 :=
      fun y hy => Finset.noncommProd_empty _ _
    rw [e, e, Finset.card_empty, pow_zero, one_smul]
  | insert p S hp ih =>
    have hs : spin (1 - x p) = -spin (x p) := by
      unfold spin
      module
    have h1 : spinString (fun p => 1 - x p) (hole_commute hx) (insert p S)
        = -spin (x p) * spinString (fun p => 1 - x p) (hole_commute hx) S := by
      rw [← hs]
      exact spinString_insert _ _ hp
    rw [h1, ih, spinString_insert x hx hp, card_insert_of_notMem hp, pow_succ,
      mul_smul_comm, neg_mul, mul_neg_one, neg_smul, smul_neg]
```

## Anticommutation within one mode

The relations at p = q express Pauli exclusion and the normalisation of a mode:

a_p² = 0,  c_p² = 0,  a_p c_p + c_p a_p = 1.

The first two come from 2a_p² = 0 and 2c_p² = 0, where division by 2 is available because the scalars are complex. In characteristic 2, z_p would be 1 and the strings would carry no information.

Put f = a_p + c_p, which exchanges empty and filled. Then

f² = a_p² + c_p² + a_p c_p + c_p a_p = 1,

n_p² = c_p(1 − c_p a_p)a_p = n_p, so z_p² = 1 − 4n_p + 4n_p² = 1,

f n_p = a_p c_p a_p = a_p and n_p f = c_p a_p c_p = c_p, so f n_p + n_p f = f,

f z_p = f − 2(f − n_p f) = −z_p f.

Suppose X and Y commute with f and X + z_p Y = 0. Multiplying on the left by f gives

0 = fX + f z_p Y = (X − z_p Y)f.

Multiplying on the right by f gives X − z_p Y = 0. Adding the two relations yields 2X = 0, so X = 0; then z_p Y = 0 and Y = z_p² Y = 0.

`mode_separation` follows this calculation: `hf`, `hz` and `hfz` are the three identities for f and z_p, and `h1` is the relation after multiplication by f.

```lean
/-- If `X` and `Y` commute with `a_p + c_p` and `X + (1 - 2n_p) Y = 0`, then `X` and `Y`
both vanish. -/
theorem IsCAR.mode_separation {a c : ι → A} (h : IsCAR a c) (p : ι) {X Y : A}
    (hX : Commute (a p + c p) X) (hY : Commute (a p + c p) Y)
    (h0 : X + spin (occ a c p) * Y = 0) : X = 0 ∧ Y = 0 := by
  have half : ∀ x : A, x + x = 0 → x = 0 := fun x hx => by
    have e : x = (1 / 2 : ℂ) • (x + x) := by module
    exact e.trans (by rw [hx, smul_zero])
  have haa := half _ (h.aa p p)
  have hcc := half _ (h.cc p p)
  have hac : a p * c p + c p * a p = 1 := by rw [h.ac, if_pos rfl]
  have hn : occ a c p * occ a c p = occ a c p := by
    unfold occ
    linear_combination (norm := noncomm_ring) c p * hac * a p - c p * c p * haa
  have hfn : (a p + c p) * occ a c p = (a p + c p) - occ a c p * (a p + c p) := by
    unfold occ
    linear_combination (norm := noncomm_ring) hac * a p + c p * hac
  have hf : (a p + c p) * (a p + c p) = 1 := by
    linear_combination (norm := noncomm_ring) hac + haa + hcc
  have hz : spin (occ a c p) * spin (occ a c p) = 1 := by
    simp only [spin, sub_mul, mul_sub, one_mul, mul_one, smul_mul_assoc, mul_smul_comm, hn]
    module
  have hfz : (a p + c p) * spin (occ a c p) = -(spin (occ a c p) * (a p + c p)) := by
    simp only [spin, sub_mul, mul_sub, one_mul, mul_one, smul_mul_assoc, mul_smul_comm, hfn]
    module
  have hX' := hX.eq
  have hY' := hY.eq
  generalize a p + c p = f at hf hfz hX' hY'
  generalize spin (occ a c p) = z at hz hfz h0
  -- moving `f` through the relation reverses the sign of the second term
  have h1 : (X - z * Y) * f = 0 := by
    linear_combination (norm := noncomm_ring) f * h0 - hX' - hfz * Y + z * hY'
  have h2 : X - z * Y = 0 := by
    calc X - z * Y = (X - z * Y) * (f * f) := by rw [hf, mul_one]
      _ = 0 := by rw [← mul_assoc, h1, zero_mul]
  have hX0 : X = 0 := half X (by linear_combination (norm := noncomm_ring) h0 + h2)
  rw [hX0, zero_add] at h0
  refine ⟨hX0, ?_⟩
  calc Y = z * z * Y := by rw [hz, one_mul]
    _ = 0 := by rw [mul_assoc, h0, mul_zero]
```

## A nontrivial algebra

The condition 1 ≠ 0 says that the algebra contains something to describe. In the zero algebra every equation holds, so D would be invariant for every J, and the theorem would fail as soon as there was one mode.

The condition enters where the strings are shown to be linearly independent, by induction on a finite set U of modes. For U = ∅, the relation J_∅ · 1 = 0 gives J_∅ = 0 because 1 ≠ 0. For a new mode p, split the sum over subsets of U ∪ {p} as X + z_p Y, with

X = Σ_{T⊆U} J_T Z_T,  Y = Σ_{T⊆U} J_{T∪{p}} Z_T.

Both avoid p, so they commute with f. Separation gives X = Y = 0, and the induction hypothesis makes all coefficients in both sums vanish. In `coeff_eq_zero` the coefficient function is quantified inside the induction, which allows the hypothesis to be applied to J_{T∪{p}} as well as to J_T.

```lean
/-- If a combination of the strings on subsets of `U` vanishes, all its coefficients
vanish. -/
theorem IsCAR.coeff_eq_zero [Nontrivial A] {a c : ι → A} (h : IsCAR a c) (U : Finset ι) :
    ∀ J : Finset ι → ℂ, ∑ S ∈ U.powerset, J S • spinString (occ a c) h.occ_commute S = 0 →
      ∀ S ⊆ U, J S = 0 := by
  induction U using Finset.induction_on with
  | empty =>
    intro J hJ S hS
    obtain rfl := Finset.subset_empty.mp hS
    have e : spinString (occ a c) h.occ_commute ∅ = 1 := Finset.noncommProd_empty _ _
    rw [Finset.powerset_empty, Finset.sum_singleton, e] at hJ
    exact (smul_eq_zero.mp hJ).resolve_right one_ne_zero
  | insert p U hp ih =>
    intro J hJ S hS
    -- split the sum into strings without and with the mode `p`
    have hY : ∑ T ∈ U.powerset, J (insert p T) •
          spinString (occ a c) h.occ_commute (insert p T)
        = spin (occ a c p) * ∑ T ∈ U.powerset, J (insert p T) •
          spinString (occ a c) h.occ_commute T := by
      rw [Finset.mul_sum]
      refine Finset.sum_congr rfl fun T hT => ?_
      rw [spinString_insert _ _ (fun hh => hp (Finset.mem_powerset.mp hT hh)), mul_smul_comm]
    rw [Finset.sum_powerset_insert hp, hY] at hJ
    have hc : ∀ K : Finset ι → ℂ, Commute (a p + c p)
        (∑ T ∈ U.powerset, K T • spinString (occ a c) h.occ_commute T) := by
      intro K
      refine Commute.sum_right _ _ _ fun T hT => Commute.smul_right ?_ _
      refine Finset.noncommProd_commute _ _ _ _ fun q hq => ?_
      have hpq : p ≠ q := fun e => hp (e ▸ Finset.mem_powerset.mp hT hq)
      have hl := h.ladder_commute hpq
      exact (Commute.one_right _).sub_right ((hl.1.add_left hl.2).smul_right (2 : ℂ))
    obtain ⟨hX0, hY0⟩ := h.mode_separation p (hc J) (hc fun T => J (insert p T)) hJ
    by_cases hpS : p ∈ S
    · have h1 := ih (fun T => J (insert p T)) hY0 (S.erase p) (Finset.subset_insert_iff.mp hS)
      simpa [Finset.insert_erase hpS] using h1
    · exact ih J hX0 S fun x hx =>
        (Finset.mem_insert.mp (hS hx)).resolve_left (fun e => hpS (e ▸ hx))
```

## Finitely many modes

Finiteness makes D an ordinary sum over all subsets; with infinitely many modes, a general D would require a notion of convergence. Writing D′ for the reflected interaction,

D′ − D = Σ_S ((−1)^|S| − 1) J_S Z_S.

If this vanishes, so does every coefficient, and for odd |S| that reads −2J_S = 0. Conversely, even terms cancel by sign and odd terms vanish by assumption. In the proof, `key` is the displayed difference, and the two directions follow in that order.

```lean
/-- Replacing every `n_p` by `1 - n_p` leaves the density interaction unchanged if and only
if `J_S = 0` for every set `S` of odd cardinality. -/
theorem interaction_symmetric_iff [Fintype ι] [Nontrivial A] {a c : ι → A} (h : IsCAR a c)
    (J : Finset ι → ℂ) :
    interaction J (fun p => 1 - occ a c p) (hole_commute h.occ_commute)
        = interaction J (occ a c) h.occ_commute
      ↔ ∀ S : Finset ι, Odd S.card → J S = 0 := by
  have key : interaction J (fun p => 1 - occ a c p) (hole_commute h.occ_commute)
        - interaction J (occ a c) h.occ_commute
      = ∑ S ∈ (univ : Finset ι).powerset, ((-1 : ℂ) ^ S.card * J S - J S) •
          spinString (occ a c) h.occ_commute S := by
    unfold interaction
    rw [Finset.powerset_univ, ← Finset.sum_sub_distrib]
    refine Finset.sum_congr rfl fun S _ => ?_
    rw [spinString_hole, smul_smul, sub_smul, mul_comm (J S)]
  rw [← sub_eq_zero, key]
  constructor
  · intro H S o
    have h1 := h.coeff_eq_zero univ (fun S => (-1 : ℂ) ^ S.card * J S - J S) H S
      (Finset.subset_univ S)
    simp only [o.neg_one_pow] at h1
    linear_combination (-1 / 2 : ℂ) * h1
  · intro H
    refine Finset.sum_eq_zero fun S _ => ?_
    rcases Nat.even_or_odd S.card with e | o
    · simp [e.neg_one_pow]
    · simp [H S o]
```

## Two distinct modes and the symmetric chemical potential

Let U now be an interaction strength, no longer a set of modes, and μ a chemical potential; the theorem allows both to be complex. Consider U n_p n_q − μ(n_p + n_q) with p ≠ q. Reflecting it and subtracting the original gives

(U − 2μ)(1 − n_p − n_q).

If the second factor E = 1 − n_p − n_q were zero, then

0 = E a_p − a_p E = a_p n_p − n_p a_p = a_p,

contradicting a_p c_p + c_p a_p = 1. So invariance holds exactly when μ = U/2. The condition p ≠ q lets n_q commute with a_p; with p = q the expression would reduce to the one-mode term (U − 2μ)n_p, which is also invariant exactly when μ = U/2.

```lean
/-- For two distinct modes, `U n_p n_q - μ (n_p + n_q)` is unchanged when both occupations
are replaced by `1 - n` if and only if `μ = U / 2`. -/
theorem pair_symmetric_iff [Nontrivial A] {a c : ι → A} (h : IsCAR a c) {p q : ι}
    (hpq : p ≠ q) (U μ : ℂ) :
    U • ((1 - occ a c p) * (1 - occ a c q)) - μ • ((1 - occ a c p) + (1 - occ a c q))
        = U • (occ a c p * occ a c q) - μ • (occ a c p + occ a c q)
      ↔ μ = U / 2 := by
  have key : U • ((1 - occ a c p) * (1 - occ a c q))
        - μ • ((1 - occ a c p) + (1 - occ a c q))
        - (U • (occ a c p * occ a c q) - μ • (occ a c p + occ a c q))
      = (U - 2 * μ) • (1 - occ a c p - occ a c q) := by
    simp only [sub_mul, mul_sub, one_mul, mul_one]
    module
  rw [← sub_eq_zero, key, smul_eq_zero]
  constructor
  · rintro (h0 | h0)
    · linear_combination (-1 / 2 : ℂ) * h0
    · -- `n_p + n_q = 1` would force `a_p = 0`
      exfalso
      have h1 : 1 - c p * a p - c q * a q = 0 := h0
      have hq : a p * (c q * a q) = c q * a q * a p := (h.ladder_commute hpq).1
      have hac : a p * c p + c p * a p = 1 := by rw [h.ac, if_pos rfl]
      have ha : a p = 0 := by
        linear_combination (norm := noncomm_ring)
          h1 * a p - a p * h1 - hq - hac * a p + c p * h.aa p p
      rw [ha, zero_mul, mul_zero, add_zero] at hac
      exact zero_ne_one hac
  · intro h0
    left
    rw [h0]
    ring
```

With p and q the two spin states of one site, this is the Hubbard interaction with its chemical potential. At μ = U/2 a code can store it, up to a constant, as

U(n_p − 1/2)(n_q − 1/2) = (U/4) z_p z_q,

which has no odd string. In a qubit simulation using the Jordan–Wigner encoding with a filled mode stored as |1⟩, z_p is the Pauli Z of qubit p, so the symmetry of a density-only Hamiltonian can be tested by collecting equal Z-strings and looking for nonzero coefficients on those of odd length.

## A concrete pair of modes

The anticommutation relations are assumed in the theorems above. For two modes, explicit 4 × 4 matrices satisfy them. Their entries are integers, so the finitely many relations are decided by computation and then carried to complex matrices by a ring homomorphism. The creators are the transposes of the annihilators, which for these real matrices are also their adjoints.

```lean
/-- Integer matrices of the annihilators of two modes. -/
def lowering : Fin 2 → Matrix (Fin 4) (Fin 4) ℤ :=
  ![!![0, 0, 1, 0; 0, 0, 0, 1; 0, 0, 0, 0; 0, 0, 0, 0],
    !![0, 1, 0, 0; 0, 0, 0, 0; 0, 0, 0, -1; 0, 0, 0, 0]]

/-- Annihilators of two modes as complex four-by-four matrices. -/
def twoModeA (p : Fin 2) : Matrix (Fin 4) (Fin 4) ℂ :=
  (Int.castRingHom ℂ).mapMatrix (lowering p)

/-- Creators of two modes, the transposes of the annihilators. -/
def twoModeC (p : Fin 2) : Matrix (Fin 4) (Fin 4) ℂ :=
  (Int.castRingHom ℂ).mapMatrix (lowering p).transpose

/-- The explicit two-mode matrices satisfy the canonical anticommutation relations. -/
theorem isCAR_witness : IsCAR twoModeA twoModeC := by
  -- the relations are decided over the integers and then mapped to complex matrices
  have haa : ∀ p q, lowering p * lowering q + lowering q * lowering p = 0 := by
    decide +kernel
  have hcc : ∀ p q, (lowering p).transpose * (lowering q).transpose
      + (lowering q).transpose * (lowering p).transpose = 0 := by
    decide +kernel
  have hac : ∀ p q, lowering p * (lowering q).transpose
      + (lowering q).transpose * lowering p = if p = q then 1 else 0 := by
    decide +kernel
  refine ⟨fun p q => ?_, fun p q => ?_, fun p q => ?_⟩
  · unfold twoModeA
    rw [← map_mul, ← map_mul, ← map_add, haa, map_zero]
  · unfold twoModeC
    rw [← map_mul, ← map_mul, ← map_add, hcc, map_zero]
  · unfold twoModeA twoModeC
    rw [← map_mul, ← map_mul, ← map_add, hac]
    split_ifs
    · exact map_one _
    · exact map_zero _

end

end SymmetricDensityInteractions
```

```lean
#print axioms SymmetricDensityInteractions.interaction_symmetric_iff
#print axioms SymmetricDensityInteractions.pair_symmetric_iff
```

```
'SymmetricDensityInteractions.interaction_symmetric_iff' depends on axioms: [propext, Classical.choice, Quot.sound]
'SymmetricDensityInteractions.pair_symmetric_iff' depends on axioms: [propext, Classical.choice, Quot.sound]
```
